# Least-squares force constants are unique when the displacement correlation matrix is invertible

## A fit over all real matrices

The force constants in these notes range over all real square matrices, and symmetry is not imposed. The second derivatives of a potential energy form a symmetric matrix, so this admits candidates that no harmonic potential can produce. In return, the entries of the matrix are independent unknowns, and the best fit has a closed formula.

The data are snapshots of a vibrating system. Snapshot \(s\) consists of a displacement vector \(u_s\), measured from fixed reference positions, and the vector \(f_s\) of forces on the same coordinates. A harmonic model with force constants \(\Phi\) predicts the force \(-\Phi u_s\). The quality of the model is measured by the misfit

\[
M(\Phi)=\sum_s |f_s+\Phi u_s|^2 .
\]

Fits of this kind occur in self-consistent phonon calculations and in effective harmonic models drawn from molecular dynamics. The result covers a single fit to a fixed, finite set of samples, without symmetry constraints.

## The minimiser and its hypothesis

Two correlation matrices enter:

\[
U=\sum_s u_s u_s^{T},\qquad F=\sum_s f_s u_s^{T}.
\]

If \(U\) is invertible, then \(\Phi\) minimises \(M\) over all real matrices exactly when

\[
\Phi=-F\,U^{-1}.
\]

Invertibility of \(U\) means that the sampled displacements span the whole coordinate space: the snapshots have probed the system in every direction. It fails, for example, when all Cartesian coordinates of a crystal are kept but the centre of mass stays at its reference position in every snapshot. The displacements then satisfy a homogeneous linear constraint. One remedy is to make the fit in coordinates from which the rigid translations have been removed.

In Lean, `n` is the finite type of coordinate labels and `ι` the finite type of sample labels. The data `u` and `f` have type `ι → n → ℝ`, so `u s` is the vector \(u_s\). The definition `corr a u` is the sum of the outer products \(a_s u_s^{T}\), with entries \(\sum_s a_{s,i}u_{s,j}\). Thus `corr u u` is \(U\) and `corr f u` is \(F\). These are sums and not averages; dividing both by the number of samples would leave \(FU^{-1}\) unchanged. No mean values are subtracted, so "uncorrelated" below means that such a sum of products vanishes. The function `misfit f u` is \(M\), written with the dot product `⬝ᵥ` and the matrix-vector product `*ᵥ`.

The hypothesis `IsUnit (corr u u).det` says that \(\det U\neq 0\). The main theorem, `minimises_misfit_iff`, is an equivalence. Its left side, `∀ Ψ, misfit f u Φ ≤ misfit f u Ψ`, says that no real matrix does better than \(\Phi\); its right side is the formula. Read from right to left, it says that the formula gives a minimiser, and from left to right, that there is no other.

The sign convention is that of the predicted force \(-\Phi u_s\): with a single coordinate, a restoring force belongs to a positive force constant. All samples carry equal weight, and there is no constant force term, so a non-zero force at the reference positions is not fitted separately. Nothing is assumed about where the samples come from. In a self-consistent scheme their distribution depends on \(\Phi\) itself, and the convergence of that loop is a different question.

The fitted matrix need not be symmetric. With two coordinates and the two unit vectors as displacements, \(U\) is the identity and the columns of the fit are \(-f_1\) and \(-f_2\), so noise in the forces generally makes the off-diagonal entries differ. Symmetrising the result afterwards gives the best symmetric matrix in this example, where \(U\) is the identity, but not in general.

## The normal equation and the excess misfit

Write \(r_s=f_s+\Phi u_s\) for the residual forces. Their correlation with the displacements is

\[
\sum_s r_s u_s^{T}=\sum_s f_s u_s^{T}+\Phi\sum_s u_s u_s^{T}=F+\Phi U .
\]

At \(\Phi_0=-FU^{-1}\) this equals \(F-FU^{-1}U=0\), which is the normal equation. The forces left over by the fit are uncorrelated with the displacements.

For any matrix \(D\), exchanging the order of summation gives

\[
\sum_s r_s\cdot D u_s=\sum_{i,j}D_{ij}\sum_s r_{s,i}u_{s,j}.
\]

Now let \(\Phi\) be arbitrary, set \(D=\Phi-\Phi_0\), and take \(r_s\) at \(\Phi_0\). Since \(f_s+\Phi u_s=r_s+Du_s\),

\[
M(\Phi)=\sum_s|r_s|^2+2\sum_s r_s\cdot Du_s+\sum_s|Du_s|^2 .
\]

The middle sum is the contraction of \(D\) with a correlation matrix that vanishes. Hence

\[
M(\Phi)=M(\Phi_0)+\sum_s|(\Phi-\Phi_0)u_s|^2 .
\]

The excess is never negative, so \(\Phi_0\) is a minimiser. If the excess is zero, then \(Du_s=0\) for every \(s\), and therefore

\[
DU=\sum_s (Du_s)u_s^{T}=0,\qquad D=DUU^{-1}=0 .
\]

Every other matrix thus has a strictly larger misfit.

## A direction that the samples never probe

Suppose that \(U\) is singular, and choose \(v\neq0\) with \(Uv=0\). Then

\[
0=v^{T}Uv=\sum_s (v\cdot u_s)^2,
\]

so \(v\) is orthogonal to every sampled displacement. Adding \(vv^{T}\) to any \(\Phi\) changes no predicted force:

\[
(\Phi+vv^{T})u_s=\Phi u_s+(v\cdot u_s)\,v=\Phi u_s .
\]

The misfit is the same, although the matrix is different. This is the theorem `exists_ne_misfit_eq`, and it shows that invertibility is necessary for uniqueness. Since \(vv^{T}\) is symmetric, a restriction to symmetric matrices would not remove this ambiguity.

## Anharmonic forces and the case of one coordinate

Let the forces be \(f_s=-Ku_s+g_s\), where \(K\) contains the harmonic force constants and \(g_s\) is the anharmonic remainder. With \(G=\sum_s g_su_s^{T}\), one finds \(F=G-KU\), and the fit becomes

\[
-FU^{-1}=K-GU^{-1}.
\]

Only the part of the anharmonic force that is correlated with the displacements shifts the force constants. The theorem `fitted_anharmonic` states this identity for invertible \(U\), any matrix \(K\) and any vectors \(g_s\), which need not come from an anharmonic potential.

With a single coordinate, all matrices are numbers. The hypothesis says that at least one displacement is non-zero, and the fit is

\[
\Phi=-\frac{\sum_s f_su_s}{\sum_s u_s^2}.
\]

For one sample this is \(-f/u\), and the misfit is zero. For the potential \(\tfrac12Ku^2+\tfrac14\lambda u^4\) the remainder is \(g_s=-\lambda u_s^3\), and

\[
\Phi=K+\lambda\,\frac{\sum_s u_s^4}{\sum_s u_s^2}.
\]

A positive quartic term stiffens the effective spring. Multiplying all the sampled displacements by a common non-zero factor \(c\) multiplies the shift by \(c^2\).

## The complete Lean file

```lean
import Mathlib

open Matrix

namespace EffectiveForceConstants

noncomputable section

variable {ι n : Type*} [Fintype ι] [Fintype n]

/-- The correlation matrix `∑ a_s u_sᵀ` of a sampled vector quantity `a` with the
displacements `u`. -/
def corr (a u : ι → n → ℝ) : Matrix n n ℝ :=
  ∑ s, vecMulVec (a s) (u s)

/-- The summed squared difference between the sampled forces `f_s` and the harmonic
forces `-Φ u_s`. -/
def misfit (f u : ι → n → ℝ) (Φ : Matrix n n ℝ) : ℝ :=
  ∑ s, (f s + Φ *ᵥ u s) ⬝ᵥ (f s + Φ *ᵥ u s)

/-- The correlation of the residual forces with the displacements is
`∑ f_s u_sᵀ + Φ ∑ u_s u_sᵀ`. -/
theorem corr_residual (f u : ι → n → ℝ) (Φ : Matrix n n ℝ) :
    corr (fun s => f s + Φ *ᵥ u s) u = corr f u + Φ * corr u u := by
  simp only [corr, Finset.mul_sum, ← Finset.sum_add_distrib]
  refine Finset.sum_congr rfl fun s _ => ?_
  rw [Matrix.mul_vecMulVec]
  ext i j
  simp only [vecMulVec_apply, Matrix.add_apply, Pi.add_apply]
  ring

/-- The sum of `r_s · D u_s` over the samples is the entrywise contraction of `D` with
the correlation matrix of `r` and `u`. -/
theorem sum_dot_mulVec (r u : ι → n → ℝ) (D : Matrix n n ℝ) :
    ∑ s, r s ⬝ᵥ (D *ᵥ u s) = ∑ i, ∑ j, D i j * corr r u i j := by
  simp only [corr, Matrix.sum_apply, vecMulVec_apply, dotProduct, mulVec, Finset.mul_sum]
  rw [Finset.sum_comm]
  refine Finset.sum_congr rfl fun i _ => ?_
  rw [Finset.sum_comm]
  refine Finset.sum_congr rfl fun j _ => Finset.sum_congr rfl fun s _ => ?_
  ring

/-- If `Φ₀` solves the normal equation, the misfit of any `Φ` is that of `Φ₀` plus the
summed squared difference of their harmonic forces. -/
theorem misfit_eq_add (f u : ι → n → ℝ) (Φ₀ Φ : Matrix n n ℝ)
    (h : corr f u + Φ₀ * corr u u = 0) :
    misfit f u Φ = misfit f u Φ₀
      + ∑ s, ((Φ - Φ₀) *ᵥ u s) ⬝ᵥ ((Φ - Φ₀) *ᵥ u s) := by
  -- the mixed term of the expanded square, summed over the samples, vanishes
  have cross : ∑ s, (f s + Φ₀ *ᵥ u s) ⬝ᵥ ((Φ - Φ₀) *ᵥ u s) = 0 := by
    have e := sum_dot_mulVec (fun s => f s + Φ₀ *ᵥ u s) u (Φ - Φ₀)
    rw [corr_residual, h] at e
    simpa using e
  have key : ∀ s, (f s + Φ *ᵥ u s) ⬝ᵥ (f s + Φ *ᵥ u s)
      = (f s + Φ₀ *ᵥ u s) ⬝ᵥ (f s + Φ₀ *ᵥ u s)
        + ((Φ - Φ₀) *ᵥ u s) ⬝ᵥ ((Φ - Φ₀) *ᵥ u s)
        + 2 * ((f s + Φ₀ *ᵥ u s) ⬝ᵥ ((Φ - Φ₀) *ᵥ u s)) := by
    intro s
    have e : f s + Φ *ᵥ u s = (f s + Φ₀ *ᵥ u s) + (Φ - Φ₀) *ᵥ u s := by
      rw [Matrix.sub_mulVec]
      abel
    rw [e]
    generalize f s + Φ₀ *ᵥ u s = a
    generalize (Φ - Φ₀) *ᵥ u s = b
    rw [add_dotProduct, dotProduct_add, dotProduct_add, dotProduct_comm b a]
    ring
  unfold misfit
  rw [Finset.sum_congr rfl (fun s _ => key s), Finset.sum_add_distrib,
    Finset.sum_add_distrib, ← Finset.mul_sum, cross, mul_zero, add_zero]

variable [DecidableEq n]

/-- The fitted force constants `-(∑ f_s u_sᵀ) (∑ u_s u_sᵀ)⁻¹`. -/
def fittedForceConstants (f u : ι → n → ℝ) : Matrix n n ℝ :=
  -(corr f u * (corr u u)⁻¹)

/-- If the displacement correlation matrix is invertible, a matrix that annihilates every
sampled displacement is zero. -/
theorem eq_zero_of_mulVec_samples (u : ι → n → ℝ) (hU : IsUnit (corr u u).det)
    (D : Matrix n n ℝ) (h : ∀ s, D *ᵥ u s = 0) : D = 0 := by
  have hDU : D * corr u u = 0 := by
    simp only [corr, Finset.mul_sum]
    refine Finset.sum_eq_zero fun s _ => ?_
    rw [Matrix.mul_vecMulVec, h s]
    ext i j
    simp [vecMulVec_apply]
  calc D = D * (corr u u * (corr u u)⁻¹) := by
        rw [Matrix.mul_nonsing_inv _ hU, Matrix.mul_one]
    _ = 0 := by rw [← Matrix.mul_assoc, hDU, Matrix.zero_mul]

/-- With an invertible displacement correlation matrix, every other matrix has a strictly
larger misfit than the fitted force constants. -/
theorem misfit_fitted_lt (f u : ι → n → ℝ) (hU : IsUnit (corr u u).det)
    (Φ : Matrix n n ℝ) (hΦ : Φ ≠ fittedForceConstants f u) :
    misfit f u (fittedForceConstants f u) < misfit f u Φ := by
  have normal : corr f u + fittedForceConstants f u * corr u u = 0 := by
    rw [fittedForceConstants, Matrix.neg_mul, Matrix.mul_assoc,
      Matrix.nonsing_inv_mul _ hU, Matrix.mul_one, add_neg_cancel]
  rw [misfit_eq_add f u _ Φ normal]
  have hnn : ∀ x : n → ℝ, 0 ≤ x ⬝ᵥ x := fun x =>
    Finset.sum_nonneg fun i _ => mul_self_nonneg (x i)
  have hsum := Finset.sum_nonneg fun s (_ : s ∈ Finset.univ) =>
    hnn ((Φ - fittedForceConstants f u) *ᵥ u s)
  refine lt_add_of_pos_right _ (lt_of_le_of_ne hsum fun h0 => hΦ ?_)
  -- zero excess means equal harmonic forces on all samples
  have hz := (Finset.sum_eq_zero_iff_of_nonneg fun s _ =>
    hnn ((Φ - fittedForceConstants f u) *ᵥ u s)).1 h0.symm
  exact sub_eq_zero.1 (eq_zero_of_mulVec_samples u hU _ fun s =>
    dotProduct_self_eq_zero.1 (hz s (Finset.mem_univ s)))

/-- With an invertible displacement correlation matrix, a real matrix minimises the force
misfit if and only if it equals `-(∑ f_s u_sᵀ) (∑ u_s u_sᵀ)⁻¹`. -/
theorem minimises_misfit_iff (f u : ι → n → ℝ) (hU : IsUnit (corr u u).det)
    (Φ : Matrix n n ℝ) :
    (∀ Ψ, misfit f u Φ ≤ misfit f u Ψ) ↔ Φ = -(corr f u * (corr u u)⁻¹) := by
  change _ ↔ Φ = fittedForceConstants f u
  constructor
  · intro h
    by_contra hne
    exact not_lt_of_ge (h _) (misfit_fitted_lt f u hU Φ hne)
  · rintro rfl Ψ
    by_cases hΨ : Ψ = fittedForceConstants f u
    · rw [hΨ]
    · exact (misfit_fitted_lt f u hU Ψ hΨ).le

/-- If the displacement correlation matrix is singular, every matrix shares its misfit with
a different matrix. -/
theorem exists_ne_misfit_eq (f u : ι → n → ℝ) (hU : (corr u u).det = 0)
    (Φ : Matrix n n ℝ) : ∃ Ψ, Ψ ≠ Φ ∧ misfit f u Ψ = misfit f u Φ := by
  obtain ⟨v, hv0, hv⟩ := Matrix.exists_mulVec_eq_zero_iff.2 hU
  have hD : ∀ x : n → ℝ, vecMulVec v v *ᵥ x = (v ⬝ᵥ x) • v := by
    intro x
    ext i
    simp only [mulVec, dotProduct, vecMulVec_apply, Pi.smul_apply, smul_eq_mul,
      Finset.sum_mul]
    exact Finset.sum_congr rfl fun j _ => by ring
  -- the null direction `v` is orthogonal to every sampled displacement
  have hs : ∑ s, (v ⬝ᵥ u s) * (v ⬝ᵥ u s) = 0 := by
    have e := sum_dot_mulVec u u (vecMulVec v v)
    have hr : ∑ i, ∑ j, vecMulVec v v i j * corr u u i j = 0 := by
      refine Finset.sum_eq_zero fun i _ => ?_
      have hi : ∑ j, corr u u i j * v j = 0 := congrFun hv i
      calc ∑ j, vecMulVec v v i j * corr u u i j
          = v i * ∑ j, corr u u i j * v j := by
            rw [Finset.mul_sum]
            exact Finset.sum_congr rfl fun j _ => by rw [vecMulVec_apply]; ring
        _ = 0 := by rw [hi, mul_zero]
    rw [hr] at e
    rw [← e]
    refine Finset.sum_congr rfl fun s _ => ?_
    rw [hD, dotProduct_smul, smul_eq_mul, dotProduct_comm (u s) v]
  have hz := (Finset.sum_eq_zero_iff_of_nonneg fun s _ =>
    mul_self_nonneg (v ⬝ᵥ u s)).1 hs
  refine ⟨Φ + vecMulVec v v, fun h => hv0 ?_, ?_⟩
  · ext i
    have h1 := congrFun (congrFun h i) i
    rw [Matrix.add_apply, vecMulVec_apply] at h1
    exact mul_self_eq_zero.1 (by linarith)
  · unfold misfit
    refine Finset.sum_congr rfl fun s _ => ?_
    rw [Matrix.add_mulVec, hD, mul_self_eq_zero.1 (hz s (Finset.mem_univ s)),
      zero_smul, add_zero]

/-- With an invertible displacement correlation matrix, the fitted force constants for forces `-K
u_s + g_s` are `K - (∑ g_s u_sᵀ) (∑ u_s u_sᵀ)⁻¹`. -/
theorem fitted_anharmonic (g u : ι → n → ℝ) (K : Matrix n n ℝ)
    (hU : IsUnit (corr u u).det) :
    fittedForceConstants (fun s => -(K *ᵥ u s) + g s) u
      = K - corr g u * (corr u u)⁻¹ := by
  have e : (fun s => -(K *ᵥ u s) + g s) = fun s => g s + (-K) *ᵥ u s := by
    funext s
    rw [Matrix.neg_mulVec, add_comm]
  rw [fittedForceConstants, e, corr_residual, Matrix.add_mul, Matrix.mul_assoc,
    Matrix.mul_nonsing_inv _ hU, Matrix.mul_one]
  abel

end

end EffectiveForceConstants
```

```lean
#print axioms EffectiveForceConstants.minimises_misfit_iff
-- 'EffectiveForceConstants.minimises_misfit_iff' depends on axioms: [propext, Classical.choice, Quot.sound]
#print axioms EffectiveForceConstants.exists_ne_misfit_eq
-- 'EffectiveForceConstants.exists_ne_misfit_eq' depends on axioms: [propext, Classical.choice, Quot.sound]
#print axioms EffectiveForceConstants.fitted_anharmonic
-- 'EffectiveForceConstants.fitted_anharmonic' depends on axioms: [propext, Classical.choice, Quot.sound]
```

## How the lemmas reach the unique minimiser

The lemma `corr_residual` is the identity \(\sum_s r_su_s^{T}=F+\Phi U\). After the sums have been combined, `Finset.sum_congr` reduces the claim to one sample. There `Matrix.mul_vecMulVec` supplies \(\Phi(u_su_s^{T})=(\Phi u_s)u_s^{T}\), and the entries are compared with `ring`.

The lemma `sum_dot_mulVec` is the exchange of summations. It writes both sides in components and applies `Finset.sum_comm` twice, which moves the sum over samples inside the sums over \(i\) and \(j\).

The decomposition of the misfit is `misfit_eq_add`. It assumes only that \(\Phi_0\) solves the normal equation, so it does not need \(U\) to be invertible. The step `cross` combines the two previous lemmas to show that the mixed term vanishes. The step `key` expands the square for one sample: `generalize` replaces the residual and the difference of the harmonic forces by plain vectors `a` and `b`, and the rest is \(|a+b|^2=|a|^2+|b|^2+2a\cdot b\). Summing over the samples and inserting `cross` finishes the argument.

Invertibility enters in `eq_zero_of_mulVec_samples`, which first derives \(DU=0\) and then multiplies by \(U^{-1}\) from the right.

The theorem `misfit_fitted_lt` assembles these parts. Its step `normal` checks that the fitted matrix solves the normal equation, after which `misfit_eq_add` rewrites the larger side of the inequality. The excess is a sum of squares and so at least zero. If it were equal to zero, `Finset.sum_eq_zero_iff_of_nonneg` would make each term vanish, `dotProduct_self_eq_zero` would turn each vanishing square into \(Du_s=0\), and the previous lemma would give \(D=0\), against the assumption that the two matrices differ.

The equivalence `minimises_misfit_iff` then follows by logic. A minimiser that differed from the fitted matrix would contradict the strict inequality. Conversely, a competitor `Ψ` either equals the fitted matrix or has a larger misfit.

## How the null direction and the shift are obtained

In `exists_ne_misfit_eq`, the vector \(v\) comes from `Matrix.exists_mulVec_eq_zero_iff`, which links a zero determinant to a non-zero null vector. The step `hD` is the identity \((vv^{T})x=(v\cdot x)v\). The step `hs` proves \(\sum_s(v\cdot u_s)^2=0\) by using `sum_dot_mulVec` with the displacements in place of the residuals and \(D=vv^{T}\). The new matrix differs from \(\Phi\) because equality would force every diagonal entry \(v_i^2\) of \(vv^{T}\) to vanish, and with it \(v\).

The proof of `fitted_anharmonic` uses `corr_residual` a second time, now with \(g_s\) in the role of the force and \(-K\) in the role of \(\Phi\). This gives \(F=G-KU\), and cancelling \(UU^{-1}\) leaves \(K-GU^{-1}\).
